# With no bare response between site 1 and the rest, scalar inversion gives a screened Hubbard U

Take two sites and shift the potential on site 1 by a small amount $f$. Let $v_1$ and $v_2$ be the resulting changes in occupation. Without interaction feedback, a potential shift on site 1 changes only $v_1$, with response $-a$, and a shift on site 2 changes only $v_2$, with response $-b$, where $a,b>0$. The interaction is $u$ on site 1, $m$ on site 2 and $k$ between them. The interacting response then satisfies

$$-(a^{-1}+u)\,v_1-k\,v_2=f,\qquad -k\,v_1-(b^{-1}+m)\,v_2=0 .$$

The second equation gives $v_2=-k\,v_1/(b^{-1}+m)$: site 2 relaxes in proportion to site 1. Substituting this into the first gives

$$-\Big(a^{-1}+u-\frac{k^2}{b^{-1}+m}\Big)v_1=f .$$

Site 1 therefore behaves like an isolated site whose interaction is $u-k^2b/(1+bm)$. The relaxation of site 2 has been absorbed into it.

For numbers, take $a=b=1\ \mathrm{eV}^{-1}$, $u=4$ eV, $m=3$ eV and $k=2$ eV. The inverse interacting response has rows $(-5,-2)$ and $(-2,-4)$ in eV, with determinant $16\ \mathrm{eV}^2$, so the on-site response of site 1 is $-4/16=-1/4\ \mathrm{eV}^{-1}$. The difference of reciprocals, bare minus interacting, is $-1+4=3$ eV. The corresponding difference of inverse-matrix entries is $-1+5=4$ eV, which is $u$.

## The identity for any finite number of other sites

Let the other sites have bare response $-B$, with $B$ a positive definite matrix, and write

$$\chi_0=\begin{pmatrix}-a&0\\0&-B\end{pmatrix},\qquad K=\begin{pmatrix}u&k^T\\k&M\end{pmatrix},\qquad \chi=(\chi_0^{-1}-K)^{-1}.$$

Here $k$ is the vector of interactions between site 1 and the others, and $M$ is the interaction among the others. Assume $a>0$ and $K$ positive semidefinite. Then

$$\frac1{(\chi_0)_{11}}-\frac1{\chi_{11}}=u-k\cdot(B^{-1}+M)^{-1}k=:U_s ,$$

with $0\le U_s\le u$, and $U_s=u$ exactly when $k=0$. Inverting the full matrices gives $(\chi_0^{-1}-\chi^{-1})_{11}=u$ instead.

## Where a linear-response code meets the difference

A code that perturbs one site and records only that site's bare and self-consistent responses can form only the scalar difference. A code that perturbs every site in turn and records the responses of all sites can invert the full matrices, provided they are nonsingular. In a DFT+U calculation the two procedures can report different values of $U$ from the same electronic structure; in this static linear model with block-diagonal $\chi_0$, the gap is exactly the screening term $k\cdot(B^{-1}+M)^{-1}k$.

The identity also supplies a check for the post-processing step: build $\chi_0$ and $K$ from chosen $a,B,u,k,M$, form $\chi$, and compare both inversions with their closed forms.

## Eliminating the other sites

Write $S=B^{-1}+M$. For a nonzero vector $x$, $x\cdot B^{-1}x>0$, and $x\cdot Mx\ge0$ because $M$ is a diagonal block of $K$. Hence $S$ is positive definite and invertible.

Next, $U_s\ge0$. Put $y=S^{-1}k$ and test $K$ on the vector $(1,-y)$:

$$0\le u-2\,k\cdot y+y\cdot My .$$

Since $Sy=k$, we have $y\cdot B^{-1}y+y\cdot My=k\cdot y$. Replacing $y\cdot My$ gives

$$U_s=u-k\cdot y\ge y\cdot B^{-1}y\ge0 .$$

Now apply a perturbation $f$ to site 1 only. Let $v_1$ be the response there and $z$ the vector of responses elsewhere. The equation $(\chi_0^{-1}-K)v=(f,0)$ reads

$$-(a^{-1}+u)v_1-k\cdot z=f,\qquad v_1k+Sz=0 .$$

The second part gives $z=-v_1S^{-1}k$, and the first becomes

$$(a^{-1}+U_s)\,v_1=-f .$$

With $f=0$, the positive factor $a^{-1}+U_s$ forces $v_1=0$ and then $z=0$. So $\chi_0^{-1}-K$ has trivial kernel and is invertible. With $f=1$, $v$ is the first column of $\chi$, so $\chi_{11}=-1/(a^{-1}+U_s)$. Therefore

$$\frac1{(\chi_0)_{11}}-\frac1{\chi_{11}}=-a^{-1}+a^{-1}+U_s=U_s .$$

For the full matrices, $\chi^{-1}=\chi_0^{-1}-K$, so $\chi_0^{-1}-\chi^{-1}=K$, whose first diagonal entry is $u$. Finally, $S^{-1}$ is positive definite, so $k\cdot S^{-1}k$ is nonnegative and vanishes only for $k=0$. This gives the upper bound and the equality case.

The same elimination works when a group $P$ of sites is kept instead of one. If $\chi_0$ has no entries between $P$ and the remaining sites $Q$, $-\chi_0$ is positive definite and $K$ is positive semidefinite, then

$$(\chi_0)_{PP}^{-1}-(\chi_{PP})^{-1}=K_{PP}-K_{PQ}(B^{-1}+M)^{-1}K_{QP},$$

where $B$ and $M$ now refer to $Q$. The file below treats only a single kept site.

```lean
import Mathlib

open Matrix

namespace ScalarInversionHubbardU

noncomputable section

variable {n : Type*} [Fintype n] [DecidableEq n]

/-- Bare response: site 1 responds with `-a`, the other sites with the block `-B`,
and there is no bare response between the two. -/
def bareResponse (a : ℝ) (B : Matrix n n ℝ) : Matrix (Unit ⊕ n) (Unit ⊕ n) ℝ :=
  fromBlocks (of fun _ _ => -a) 0 0 (-B)

/-- Interaction matrix: `u` on site 1, `k` between site 1 and the others,
`M` among the others. -/
def interaction (u : ℝ) (k : n → ℝ) (M : Matrix n n ℝ) :
    Matrix (Unit ⊕ n) (Unit ⊕ n) ℝ :=
  fromBlocks (of fun _ _ => u) (of fun _ j => k j) (of fun i _ => k i) M

/-- Interacting response, from the Dyson equation `χ⁻¹ = χ₀⁻¹ - K`. -/
def response (χ₀ K : Matrix (Unit ⊕ n) (Unit ⊕ n) ℝ) : Matrix (Unit ⊕ n) (Unit ⊕ n) ℝ :=
  (χ₀⁻¹ - K)⁻¹

/-- Scalar inversion: the difference of the reciprocal on-site responses of site 1. -/
def scalarU (χ₀ χ : Matrix (Unit ⊕ n) (Unit ⊕ n) ℝ) : ℝ :=
  1 / χ₀ (Sum.inl ()) (Sum.inl ()) - 1 / χ (Sum.inl ()) (Sum.inl ())

/-- On-site interaction of site 1 screened by the other sites. -/
def screenedU (u : ℝ) (k : n → ℝ) (B M : Matrix n n ℝ) : ℝ :=
  u - k ⬝ᵥ ((B⁻¹ + M)⁻¹ *ᵥ k)

/-- The stiffness matrix `B⁻¹ + M` of the other sites is positive definite. -/
theorem stiffness_posDef {u : ℝ} {k : n → ℝ} {B M : Matrix n n ℝ} (hB : B.PosDef)
    (hK : (interaction u k M).PosSemidef) : (B⁻¹ + M).PosDef := by
  have hM : M.PosSemidef := by
    have h := hK.submatrix (Sum.inr : n → Unit ⊕ n)
    have e : (interaction u k M).submatrix Sum.inr Sum.inr = M := by
      ext i j
      rfl
    rwa [e] at h
  exact hB.inv.add_posSemidef hM

/-- The screened interaction is nonnegative. -/
theorem screenedU_nonneg {u : ℝ} {k : n → ℝ} {B M : Matrix n n ℝ} (hB : B.PosDef)
    (hK : (interaction u k M).PosSemidef) : 0 ≤ screenedU u k B M := by
  have hS := (isUnit_iff_isUnit_det _).mp (stiffness_posDef hB hK).isUnit
  obtain ⟨y, hy⟩ : ∃ y, y = (B⁻¹ + M)⁻¹ *ᵥ k := ⟨_, rfl⟩
  have hSy : (B⁻¹ + M) *ᵥ y = k := by
    rw [hy, mulVec_mulVec, mul_nonsing_inv _ hS, one_mulVec]
  -- the quadratic form of `K` (twice the interaction energy) is nonnegative for a unit
  -- occupation change on site 1 with the relaxation `-y` elsewhere
  have hE := hK.dotProduct_mulVec_nonneg (Sum.elim (fun _ => 1) (-y))
  rw [star_trivial] at hE
  have e : (Sum.elim (fun _ => 1) (-y) : Unit ⊕ n → ℝ) ⬝ᵥ
      (interaction u k M *ᵥ Sum.elim (fun _ => 1) (-y))
      = (u + k ⬝ᵥ (-y)) + (-y) ⬝ᵥ (k + M *ᵥ (-y)) := by
    simp [interaction, mulVec, dotProduct, Fintype.sum_sum_type]
  rw [e, dotProduct_add, mulVec_neg, neg_dotProduct_neg, dotProduct_neg, neg_dotProduct,
    dotProduct_comm y k] at hE
  have hb := hB.inv.posSemidef.dotProduct_mulVec_nonneg y
  rw [star_trivial] at hb
  have hs : y ⬝ᵥ (B⁻¹ *ᵥ y) + y ⬝ᵥ (M *ᵥ y) = k ⬝ᵥ y := by
    rw [← dotProduct_add, ← add_mulVec, hSy, dotProduct_comm]
  unfold screenedU
  rw [← hy]
  linarith

/-- The inverse of a one-site matrix is the reciprocal of its entry. -/
theorem inv_one_site {c : ℝ} (hc : c ≠ 0) :
    (of fun _ _ => c : Matrix Unit Unit ℝ)⁻¹ = of fun _ _ => c⁻¹ := by
  apply inv_eq_right_inv
  ext i j
  simp [mul_apply, one_apply, hc]

/-- If a perturbation `f` acts on site 1 only, the other sites follow site 1 linearly, and
site 1 responds with the stiffness `a⁻¹` plus the screened interaction. -/
theorem eliminate_other_sites {a u f : ℝ} {k : n → ℝ} {B M : Matrix n n ℝ} (ha : 0 < a)
    (hB : B.PosDef) (hK : (interaction u k M).PosSemidef) {v : Unit ⊕ n → ℝ}
    (hv : ((bareResponse a B)⁻¹ - interaction u k M) *ᵥ v = Pi.single (Sum.inl ()) f) :
    (a⁻¹ + screenedU u k B M) * v (Sum.inl ()) = -f ∧
      (fun i => v (Sum.inr i)) = -(v (Sum.inl ()) • ((B⁻¹ + M)⁻¹ *ᵥ k)) := by
  have hBd := (isUnit_iff_isUnit_det _).mp hB.isUnit
  have hS := (isUnit_iff_isUnit_det _).mp (stiffness_posDef hB hK).isUnit
  have hinv : (bareResponse a B)⁻¹ = fromBlocks (of fun _ _ => -a⁻¹) 0 0 (-B⁻¹) := by
    apply inv_eq_right_inv
    have h1 : (of fun _ _ => -a : Matrix Unit Unit ℝ) * (of fun _ _ => -a⁻¹) = 1 := by
      ext i j
      simp [mul_apply, one_apply, ha.ne']
    rw [bareResponse, fromBlocks_multiply, h1, neg_mul_neg, mul_nonsing_inv _ hBd]
    simp
  rw [hinv] at hv
  -- the Dyson equation on site 1 and on the other sites
  have h1 : -(a⁻¹ + u) * v (Sum.inl ()) - k ⬝ᵥ (fun i => v (Sum.inr i)) = f := by
    have h := congrFun hv (Sum.inl ())
    rw [Pi.single_eq_same] at h
    rw [← h]
    simp [interaction, mulVec, dotProduct, Fintype.sum_sum_type]
    ring
  have h2 : v (Sum.inl ()) • k + (B⁻¹ + M) *ᵥ (fun i => v (Sum.inr i)) = 0 := by
    funext i
    have h := congrFun hv (Sum.inr i)
    have e : (Pi.single (Sum.inl ()) f : Unit ⊕ n → ℝ) (Sum.inr i) = 0 := by simp
    rw [e] at h
    apply neg_eq_zero.mp
    rw [← h]
    simp [interaction, mulVec, dotProduct, Fintype.sum_sum_type, add_mul, sub_mul,
      Finset.sum_add_distrib, Finset.sum_sub_distrib]
    ring
  have hz : (fun i => v (Sum.inr i)) = -(v (Sum.inl ()) • ((B⁻¹ + M)⁻¹ *ᵥ k)) := by
    have h := congrArg (fun w => (B⁻¹ + M)⁻¹ *ᵥ w) h2
    simp only [mulVec_add, mulVec_smul, mulVec_mulVec, nonsing_inv_mul _ hS, one_mulVec,
      mulVec_zero] at h
    exact eq_neg_of_add_eq_zero_right h
  refine ⟨?_, hz⟩
  rw [hz, dotProduct_neg, dotProduct_smul, smul_eq_mul] at h1
  unfold screenedU
  linear_combination -h1

/-- The matrix `χ₀⁻¹ - K` of the Dyson equation is invertible. -/
theorem dyson_isUnit {a u : ℝ} {k : n → ℝ} {B M : Matrix n n ℝ} (ha : 0 < a)
    (hB : B.PosDef) (hK : (interaction u k M).PosSemidef) :
    IsUnit ((bareResponse a B)⁻¹ - interaction u k M) := by
  rw [← mulVec_injective_iff_isUnit]
  intro v w hvw
  obtain ⟨h1, h2⟩ := eliminate_other_sites (f := 0) (v := v - w) ha hB hK (by
    rw [mulVec_sub, Pi.single_zero]
    exact sub_eq_zero.mpr hvw)
  have hs : 0 < a⁻¹ + screenedU u k B M :=
    add_pos_of_pos_of_nonneg (inv_pos.mpr ha) (screenedU_nonneg hB hK)
  rw [neg_zero] at h1
  have h0 := (mul_eq_zero.mp h1).resolve_left hs.ne'
  rw [h0, zero_smul, neg_zero] at h2
  apply sub_eq_zero.mp
  funext i
  rcases i with i | i
  · exact h0
  · exact congrFun h2 i

/-- Scalar inversion of the on-site responses of site 1 gives its interaction screened by
the other sites, `u - k·(B⁻¹ + M)⁻¹k`. -/
theorem scalarU_eq_screenedU {a u : ℝ} {k : n → ℝ} {B M : Matrix n n ℝ} (ha : 0 < a)
    (hB : B.PosDef) (hK : (interaction u k M).PosSemidef) :
    scalarU (bareResponse a B) (response (bareResponse a B) (interaction u k M))
      = screenedU u k B M := by
  have hA := (isUnit_iff_isUnit_det _).mp (dyson_isUnit ha hB hK)
  -- the first column of `χ` is the response to a unit perturbation of site 1
  have h := (eliminate_other_sites (f := 1)
    (v := response (bareResponse a B) (interaction u k M) *ᵥ Pi.single (Sum.inl ()) 1)
    ha hB hK (by rw [response, mulVec_mulVec, mul_nonsing_inv _ hA, one_mulVec])).1
  have e : (response (bareResponse a B) (interaction u k M) *ᵥ Pi.single (Sum.inl ()) 1)
      (Sum.inl ()) = response (bareResponse a B) (interaction u k M)
        (Sum.inl ()) (Sum.inl ()) := by simp
  rw [e] at h
  have hne : response (bareResponse a B) (interaction u k M)
      (Sum.inl ()) (Sum.inl ()) ≠ 0 := by
    intro h0
    rw [h0] at h
    norm_num at h
  have hχ : 1 / response (bareResponse a B) (interaction u k M) (Sum.inl ()) (Sum.inl ())
      = -(a⁻¹ + screenedU u k B M) := by
    rw [div_eq_iff hne]
    linear_combination h
  have h0 : bareResponse a B (Sum.inl ()) (Sum.inl ()) = -a := rfl
  rw [scalarU, hχ, h0, one_div, inv_neg]
  ring

/-- Inversion of the full response matrices gives the unscreened `u` on site 1. -/
theorem matrix_inversion_eq_bare {a u : ℝ} {k : n → ℝ} {B M : Matrix n n ℝ} (ha : 0 < a)
    (hB : B.PosDef) (hK : (interaction u k M).PosSemidef) :
    ((bareResponse a B)⁻¹ - (response (bareResponse a B) (interaction u k M))⁻¹)
      (Sum.inl ()) (Sum.inl ()) = u := by
  have hA := (isUnit_iff_isUnit_det _).mp (dyson_isUnit ha hB hK)
  rw [response, nonsing_inv_nonsing_inv _ hA, sub_sub_cancel]
  rfl

/-- The scalar-inversion value lies between `0` and `u`, and equals `u` exactly when site 1
does not interact with the other sites. -/
theorem scalarU_bounds {a u : ℝ} {k : n → ℝ} {B M : Matrix n n ℝ} (ha : 0 < a)
    (hB : B.PosDef) (hK : (interaction u k M).PosSemidef) :
    let U := scalarU (bareResponse a B) (response (bareResponse a B) (interaction u k M))
    0 ≤ U ∧ U ≤ u ∧ (U = u ↔ k = 0) := by
  intro U
  have hU : U = screenedU u k B M := scalarU_eq_screenedU ha hB hK
  rw [hU]
  have hS := (stiffness_posDef hB hK).inv
  have hq := hS.posSemidef.dotProduct_mulVec_nonneg k
  rw [star_trivial] at hq
  refine ⟨screenedU_nonneg hB hK, by unfold screenedU; linarith, ?_, ?_⟩
  · intro h
    by_contra hk
    have hp := hS.dotProduct_mulVec_pos hk
    rw [star_trivial] at hp
    unfold screenedU at h
    linarith
  · intro h
    simp [screenedU, h]

/-- With a single other site of bare response `-b` and on-site interaction `m`, the screened
interaction is `u - k²b/(1 + bm)`. -/
theorem screenedU_two_sites {u k b m : ℝ} (hb : 0 < b) (hm : 0 ≤ m) :
    screenedU u (fun _ : Unit => k) (of fun _ _ => b) (of fun _ _ => m)
      = u - k ^ 2 * b / (1 + b * m) := by
  have hs : b⁻¹ + m ≠ 0 := by positivity
  have e : (of fun _ _ => b⁻¹ : Matrix Unit Unit ℝ) + (of fun _ _ => m)
      = of fun _ _ => b⁻¹ + m := rfl
  have hi : (b⁻¹ + m)⁻¹ = b / (1 + b * m) := by
    rw [inv_eq_iff_eq_inv, inv_div]
    field_simp
  rw [screenedU, inv_one_site hb.ne', e, inv_one_site hs, hi]
  simp only [mulVec, dotProduct, of_apply, Finset.univ_unique, Finset.sum_singleton]
  ring

end

end ScalarInversionHubbardU
```

```lean
#print axioms ScalarInversionHubbardU.scalarU_eq_screenedU
-- 'ScalarInversionHubbardU.scalarU_eq_screenedU' depends on axioms: [propext, Classical.choice, Quot.sound]
#print axioms ScalarInversionHubbardU.matrix_inversion_eq_bare
-- 'ScalarInversionHubbardU.matrix_inversion_eq_bare' depends on axioms: [propext, Classical.choice, Quot.sound]
#print axioms ScalarInversionHubbardU.scalarU_bounds
-- 'ScalarInversionHubbardU.scalarU_bounds' depends on axioms: [propext, Classical.choice, Quot.sound]
#print axioms ScalarInversionHubbardU.screenedU_two_sites
-- 'ScalarInversionHubbardU.screenedU_two_sites' depends on axioms: [propext, Classical.choice, Quot.sound]
```

## How the declarations match the equations

Sites are indexed by `Unit ⊕ n`: `Sum.inl ()` is site 1, and `Sum.inr i` runs over the others, with `n` any finite type. `bareResponse` and `interaction` are $\chi_0$ and $K$, `response` is the Dyson equation, `scalarU` is the difference of reciprocals, and `screenedU` is $U_s$. The sign convention is that raising a site's potential lowers its occupation, hence $-a$ and $-B$.

The hypotheses `ha`, `hB` and `hK` say that $a>0$, $B$ is positive definite and $K$ is positive semidefinite. The last means that the quadratic interaction energy $\tfrac12 q\cdot Kq$ is nonnegative for every pattern $q$ of occupation changes. Both matrix conditions include symmetry.

`stiffness_posDef` extracts $M$ as a submatrix of $K$ and adds $B^{-1}$. `screenedU_nonneg` tests $K$ on $(1,-y)$, and `linarith` combines the three relations used above. `eliminate_other_sites` reads off the two parts of the Dyson equation as `h1` and `h2`, multiplies the second by $S^{-1}$, and substitutes into the first; `linear_combination` closes the scalar algebra.

That lemma is then used twice. `dyson_isUnit` takes $f=0$ and applies it to the difference of two vectors with the same image, which proves injectivity and hence invertibility. This matters because Lean assigns the value zero to the inverse of a singular matrix. `scalarU_eq_screenedU` takes $f=1$ and shows $\chi_{11}\ne0$ before taking its reciprocal.

`matrix_inversion_eq_bare` cancels the double inverse. The words "bare" and "unscreened" there mean only that $u$ does not include screening by the other listed sites. In a calculation $u$ need not be the bare Coulomb integral, because states outside the list can relax too, and their screening is then already contained in the $K$ extracted from the responses. `scalarU_bounds` uses the positive definiteness of $S^{-1}$. `screenedU_two_sites` evaluates the formula for one other site, with `inv_one_site` handling the one-by-one inverses. It assumes only $b>0$ and $m\ge0$, since it concerns the expression $U_s$ alone. The theorem `scalarU_eq_screenedU`, which identifies that expression with the scalar inversion, also assumes $a>0$ and $K$ positive semidefinite; for two sites the latter means $u,m\ge0$ and $um\ge k^2$. This condition on $K$ is sufficient but not necessary: for $a=b=1$, $u=m=0$ and $k=1/2$ in matching units, $K$ is indefinite and both sides still equal $-1/4$.

## Which response matrices are covered

The theorems are exact statements about real matrices of any finite size, including the case of no other sites, where $U_s=u$. They do not cover the following situations:

- **Bare response between site 1 and the others.** Computed $\chi_0$ matrices generally have such entries, and then the formula for $U_s$ does not apply as it stands.
- **Singular bare response.** If the listed sites carry all the charge and their total is fixed, a uniform potential shift produces no response and $\chi_0$ is singular. The assumptions $a>0$ and $B$ positive definite exclude this.
- **Indefinite kernels.** An effective $K$ that includes exchange and correlation may fail to be positive semidefinite, so this condition has to be checked for the matrix at hand.
- **Numerical error.** Finite perturbation steps, incomplete self-consistency and rounding do not enter the model.

Nor do the theorems decide which value belongs in a given Hubbard functional. That depends on whether the relaxation of the other sites is meant to be contained in $U$ or treated explicitly.
